# A symmetric tridiagonal matrix with nonzero couplings shares no eigenvalue with its truncation by the first row and column

## Can a fully coupled Lanczos matrix and its truncation have a common level?

Let \(T\) be a real symmetric tridiagonal matrix of size at least two, and let \(T'\) be \(T\) without its first row and column. In Lanczos calculations of vibrational levels, the Cullum–Willoughby test treats a numerically simple eigenvalue of \(T\) as spurious if it agrees, within a tolerance, with an eigenvalue of \(T'\). In exact arithmetic, the two matrices have no common eigenvalue if all neighbouring couplings are nonzero. How is this proved rigorously, and can the proof be machine-checked in Lean 4?

## First components rule out a common level

Number the rows of \(T\) from \(0\) to \(n+1\), with \(n\ge 0\), so that \(T'_{ij}=T_{i+1,j+1}\) for \(0\le i,j\le n\). The couplings are the entries \(T_{m,m+1}\).

Suppose first that all couplings are nonzero and \(Tv=\theta v\) with \(v\neq0\). Row \(m\le n\) reads
\[
T_{m,m-1}v_{m-1}+T_{mm}v_m+T_{m,m+1}v_{m+1}=\theta v_m ,
\]
without the first term when \(m=0\). If \(v_0=0\), row \(0\) gives \(v_1=0\), row \(1\) gives \(v_2=0\), and so on until \(v=0\), a contradiction. Hence \(v_0\neq0\). The same holds for eigenvectors of \(T'\), which is also fully coupled; if \(T'\) has size one, it is immediate.

Now let \(Tu=\theta u\) and \(T'v=\mu v\), and put \(S=\sum_{i=0}^{n}u_{i+1}v_i\). Row \(i+1\) of the first equation is
\[
T_{i+1,0}u_0+\sum_{j=0}^{n} T'_{ij}u_{j+1}=\theta u_{i+1}.
\]
Multiply by \(v_i\) and sum over \(i\). In the first term only \(i=0\) survives, giving \(T_{01}u_0v_0\). By symmetry the second becomes \(\sum_j u_{j+1}(T'v)_j=\mu S\). Therefore
\[
(\theta-\mu)S=T_{01}u_0v_0 .
\]
If \(\theta=\mu\), the left side is zero, but for eigenvectors in the fully coupled case the right side is not. So no eigenvalue is shared.

For normalised \(u,v\), Cauchy–Schwarz gives \(S^2\le1-u_0^2\le1\), hence
\[
|T_{01}u_0v_0|\le|\theta-\mu| .
\]
A near-coincidence thus requires a small product of the first coupling and the two first components.

Conversely, let \(T_{k,k+1}=0\). Take an eigenvector of the block with indices greater than \(k\) and pad it with zeros to a vector \(w\). Rows inside the block keep their eigenvalue equation, and the others give zero because the only link into the block is broken. So \(w\) is an eigenvector of \(T\). Since \(w_0=0\), deleting that component leaves an eigenvector of \(T'\) with the same eigenvalue.

## What the Lean statements say

`IsSymmTridiagonal` requires symmetry and zeros beyond the first superdiagonal; symmetry supplies the lower zeros. `FullyCoupled` says that every coupling is nonzero: each Lanczos state is linked to the next. `truncated T` is \(T'\), and `IsEigenvalue` asks for a nonzero real eigenvector. The size `n + 2` encodes "at least two".

The main theorem, `fullyCoupled_iff_no_shared_eigenvalue`, states both directions. Every theorem about `T` assumes that it is symmetric and tridiagonal, also where the docstring does not repeat this; `boundary_identity` and `eigenvalue_separation` allow neighbouring couplings to be zero. The theorems concern a given finite matrix in exact arithmetic; they model neither the Lanczos iteration nor rounding, and do not certify the test's verdict on a computed eigenvalue.

```lean
import Mathlib

open Matrix

namespace CullumWilloughbyGhostTest

/-- A real symmetric tridiagonal matrix, the form of a Hamiltonian in a Lanczos basis. -/
structure IsSymmTridiagonal {n : ℕ} (T : Matrix (Fin n) (Fin n) ℝ) : Prop where
  symm : ∀ i j, T i j = T j i
  band : ∀ i j : Fin n, i.val + 1 < j.val → T i j = 0

/-- Every coupling between neighbouring basis states is nonzero. -/
def FullyCoupled {n : ℕ} (T : Matrix (Fin n) (Fin n) ℝ) : Prop :=
  ∀ i j : Fin n, i.val + 1 = j.val → T i j ≠ 0

/-- The matrix left after deleting the first row and the first column. -/
def truncated {n : ℕ} (T : Matrix (Fin (n + 1)) (Fin (n + 1)) ℝ) : Matrix (Fin n) (Fin n) ℝ :=
  T.submatrix Fin.succ Fin.succ

/-- The nonzero vector `v` is an eigenvector of `T` with eigenvalue `θ`. -/
def IsEigenpair {n : ℕ} (T : Matrix (Fin n) (Fin n) ℝ) (θ : ℝ) (v : Fin n → ℝ) : Prop :=
  v ≠ 0 ∧ T *ᵥ v = θ • v

/-- The number `θ` is an eigenvalue of `T`. -/
def IsEigenvalue {n : ℕ} (T : Matrix (Fin n) (Fin n) ℝ) (θ : ℝ) : Prop :=
  ∃ v, IsEigenpair T θ v

/-- Every eigenvector of a fully coupled symmetric tridiagonal matrix has a nonzero first component.
-/
theorem first_component_ne_zero {n : ℕ} {T : Matrix (Fin (n + 1)) (Fin (n + 1)) ℝ}
    (hT : IsSymmTridiagonal T) (hc : FullyCoupled T) {θ : ℝ} {v : Fin (n + 1) → ℝ}
    (hv : IsEigenpair T θ v) : v 0 ≠ 0 := by
  intro h0
  -- the three-term recursion carries the zero down the chain
  have key : ∀ m : ℕ, ∀ i : Fin (n + 1), i.val ≤ m → v i = 0 := by
    intro m
    induction m with
    | zero =>
      intro i hi
      have h : i = 0 := Fin.ext (Nat.le_zero.mp hi)
      rw [h, h0]
    | succ m ih =>
      intro i hi
      by_cases him : i.val ≤ m
      · exact ih i him
      have hlt := i.isLt
      let k : Fin (n + 1) := ⟨m, by omega⟩
      have hrow : ∑ j, T k j * v j = θ * v k := congrFun hv.2 k
      have hsingle : ∑ j, T k j * v j = T k i * v i := by
        refine Finset.sum_eq_single i (fun j _ hji => ?_) (fun h => absurd (Finset.mem_univ i) h)
        by_cases hjm : j.val ≤ m
        · rw [ih j hjm, mul_zero]
        · have hne : j.val ≠ i.val := fun h => hji (Fin.ext h)
          have hb : T k j = 0 := hT.band k j (by show m + 1 < j.val; omega)
          rw [hb, zero_mul]
      rw [hsingle, ih k le_rfl, mul_zero] at hrow
      exact (mul_eq_zero.mp hrow).resolve_left (hc k i (by show m + 1 = i.val; omega))
  exact hv.1 (funext fun i => key i.val i le_rfl)

/-- An eigenvector of `T` and one of the truncated matrix have an overlap which, multiplied by
the difference of their eigenvalues, equals the first coupling times both first components. -/
theorem boundary_identity {n : ℕ} {T : Matrix (Fin (n + 2)) (Fin (n + 2)) ℝ}
    (hT : IsSymmTridiagonal T) {θ μ : ℝ} {u : Fin (n + 2) → ℝ} {v : Fin (n + 1) → ℝ}
    (hu : T *ᵥ u = θ • u) (hv : truncated T *ᵥ v = μ • v) :
    (θ - μ) * ∑ i, u i.succ * v i = T 0 1 * u 0 * v 0 := by
  have hu' : ∀ i : Fin (n + 1),
      T i.succ 0 * u 0 + ∑ j : Fin (n + 1), T i.succ j.succ * u j.succ = θ * u i.succ :=
    fun i => (Fin.sum_univ_succ (fun j => T i.succ j * u j)).symm.trans (congrFun hu i.succ)
  have hv' : ∀ i : Fin (n + 1), ∑ j : Fin (n + 1), T i.succ j.succ * v j = μ * v i :=
    fun i => congrFun hv i
  -- only the first coupling joins the deleted state to the rest
  have edge : ∑ i : Fin (n + 1), T i.succ 0 * u 0 * v i = T 0 1 * u 0 * v 0 := by
    rw [Finset.sum_eq_single (0 : Fin (n + 1))]
    · rw [Fin.succ_zero_eq_one, hT.symm 1 0]
    · intro i _ hi
      have hpos : 0 < i.val := Nat.pos_of_ne_zero (fun h => hi (Fin.ext h))
      have hb : T 0 i.succ = 0 := hT.band 0 i.succ (by show 0 + 1 < i.val + 1; omega)
      rw [hT.symm i.succ 0, hb, zero_mul, zero_mul]
    · intro h
      exact absurd (Finset.mem_univ _) h
  -- symmetry lets the truncated matrix act on `v`
  have swap : ∑ i : Fin (n + 1), (∑ j : Fin (n + 1), T i.succ j.succ * u j.succ) * v i
      = μ * ∑ i, u i.succ * v i := by
    calc _ = ∑ j : Fin (n + 1), u j.succ * ∑ i : Fin (n + 1), T j.succ i.succ * v i := by
          simp only [Finset.sum_mul, Finset.mul_sum]
          rw [Finset.sum_comm]
          refine Finset.sum_congr rfl fun j _ => Finset.sum_congr rfl fun i _ => ?_
          rw [hT.symm i.succ j.succ]
          ring
      _ = _ := by
          rw [Finset.mul_sum]
          refine Finset.sum_congr rfl fun j _ => ?_
          rw [hv' j]
          ring
  have total : ∑ i : Fin (n + 1), T i.succ 0 * u 0 * v i
      + ∑ i : Fin (n + 1), (∑ j : Fin (n + 1), T i.succ j.succ * u j.succ) * v i
      = θ * ∑ i, u i.succ * v i := by
    rw [← Finset.sum_add_distrib, Finset.mul_sum]
    refine Finset.sum_congr rfl fun i _ => ?_
    linear_combination v i * hu' i
  linear_combination edge + swap - total

/-- A fully coupled symmetric tridiagonal matrix of size at least two shares no eigenvalue with
the matrix obtained by deleting its first row and column. -/
theorem no_shared_eigenvalue {n : ℕ} {T : Matrix (Fin (n + 2)) (Fin (n + 2)) ℝ}
    (hT : IsSymmTridiagonal T) (hc : FullyCoupled T) (θ : ℝ) :
    ¬ (IsEigenvalue T θ ∧ IsEigenvalue (truncated T) θ) := by
  rintro ⟨⟨u, hu⟩, ⟨v, hv⟩⟩
  have hT' : IsSymmTridiagonal (truncated T) :=
    ⟨fun i j => hT.symm i.succ j.succ,
      fun i j h => hT.band i.succ j.succ (by simp only [Fin.val_succ]; omega)⟩
  have hc' : FullyCoupled (truncated T) :=
    fun i j h => hc i.succ j.succ (by simp only [Fin.val_succ]; omega)
  have h := boundary_identity hT hu.2 hv.2
  rw [sub_self, zero_mul] at h
  exact mul_ne_zero (mul_ne_zero (hc 0 1 (by simp)) (first_component_ne_zero hT hc hu))
    (first_component_ne_zero hT' hc' hv) h.symm

/-- For normalised eigenvectors, the distance between an eigenvalue of `T` and one of the truncated
matrix is at least the size of the first coupling times both first components. -/
theorem eigenvalue_separation {n : ℕ} {T : Matrix (Fin (n + 2)) (Fin (n + 2)) ℝ}
    (hT : IsSymmTridiagonal T) {θ μ : ℝ} {u : Fin (n + 2) → ℝ} {v : Fin (n + 1) → ℝ}
    (hu : T *ᵥ u = θ • u) (hv : truncated T *ᵥ v = μ • v)
    (hu1 : ∑ i, u i ^ 2 = 1) (hv1 : ∑ i, v i ^ 2 = 1) :
    |T 0 1 * u 0 * v 0| ≤ |θ - μ| := by
  rw [← boundary_identity hT hu hv, abs_mul]
  have hcs := Finset.sum_mul_sq_le_sq_mul_sq Finset.univ (fun i : Fin (n + 1) => u i.succ) v
  rw [Fin.sum_univ_succ] at hu1
  rw [hv1, mul_one] at hcs
  have hS : (∑ i, u i.succ * v i) ^ 2 ≤ 1 := by linarith [sq_nonneg (u 0)]
  exact mul_le_of_le_one_right (abs_nonneg _) (abs_le.mpr ⟨by nlinarith, by nlinarith⟩)

/-- If one coupling between neighbouring states vanishes, `T` and the truncated matrix have a
common eigenvalue. -/
theorem shared_eigenvalue_of_decoupled {n : ℕ} {T : Matrix (Fin (n + 2)) (Fin (n + 2)) ℝ}
    (hT : IsSymmTridiagonal T) {k l : Fin (n + 2)} (hkl : k.val + 1 = l.val) (h0 : T k l = 0) :
    ∃ θ, IsEigenvalue T θ ∧ IsEigenvalue (truncated T) θ := by
  -- diagonalise the block behind the broken link
  let S : Matrix {i : Fin (n + 2) // k < i} {i : Fin (n + 2) // k < i} ℝ :=
    T.submatrix Subtype.val Subtype.val
  have hS : S.IsHermitian :=
    Matrix.IsHermitian.ext fun i j => by rw [star_trivial]; exact hT.symm _ _
  let p : {i : Fin (n + 2) // k < i} := ⟨l, by rw [Fin.lt_def]; omega⟩
  obtain ⟨θ, v, hv0, hv⟩ : ∃ θ : ℝ, ∃ v : {i : Fin (n + 2) // k < i} → ℝ,
      v ≠ 0 ∧ S *ᵥ v = θ • v := by
    refine ⟨hS.eigenvalues p, (hS.eigenvectorBasis p).ofLp, ?_, hS.mulVec_eigenvectorBasis p⟩
    intro h
    apply hS.eigenvectorBasis.orthonormal.ne_zero p
    ext i
    exact congrFun h i
  -- pad its eigenvector with zeros
  obtain ⟨w, hwpos, hwneg⟩ : ∃ w : Fin (n + 2) → ℝ,
      (∀ j : {i : Fin (n + 2) // k < i}, w j = v j) ∧ ∀ i, ¬ k < i → w i = 0 :=
    ⟨fun i => if h : k < i then v ⟨i, h⟩ else 0, fun j => dif_pos j.2, fun i h => dif_neg h⟩
  have hsum : ∀ i, ∑ j, T i j * w j = ∑ j : {i : Fin (n + 2) // k < i}, T i j * v j := by
    intro i
    have hz : ∑ j : {j : Fin (n + 2) // ¬ k < j}, T i j * w j = 0 :=
      Finset.sum_eq_zero fun j _ => by rw [hwneg j j.2, mul_zero]
    rw [← Fintype.sum_subtype_add_sum_subtype (fun j => k < j) (fun j => T i j * w j), hz,
      add_zero]
    exact Finset.sum_congr rfl fun j _ => by rw [hwpos j]
  have hw : T *ᵥ w = θ • w := by
    funext i
    show ∑ j, T i j * w j = θ * w i
    rw [hsum i]
    by_cases h : k < i
    · have hrow : ∑ j : {i : Fin (n + 2) // k < i}, T i j * v j = θ * v ⟨i, h⟩ :=
        congrFun hv ⟨i, h⟩
      rw [hrow, ← hwpos ⟨i, h⟩]
    · rw [hwneg i h, mul_zero]
      refine Finset.sum_eq_zero fun j _ => ?_
      have hj : k.val < j.1.val := j.2
      have hi : ¬ k.val < i.val := h
      by_cases hij : i.val + 1 < j.1.val
      · rw [hT.band i j hij, zero_mul]
      · have h1 : i = k := Fin.ext (by omega)
        have h2 : j.1 = l := Fin.ext (by omega)
        rw [h1, h2, h0, zero_mul]
  have hwne : w ≠ 0 := fun h => hv0 (funext fun j => by rw [← hwpos j, h]; rfl)
  have hw0 : w 0 = 0 := hwneg 0 (fun h => Nat.not_lt_zero k.val h)
  -- its first component is zero, so it survives the truncation
  refine ⟨θ, ⟨w, hwne, hw⟩, ⟨fun i => w i.succ, ?_, ?_⟩⟩
  · exact fun h => hwne (funext fun i => Fin.cases hw0 (fun j => congrFun h j) i)
  · funext i
    have h : T i.succ 0 * w 0 + ∑ j : Fin (n + 1), T i.succ j.succ * w j.succ = θ * w i.succ :=
      (Fin.sum_univ_succ (fun j => T i.succ j * w j)).symm.trans (congrFun hw i.succ)
    rw [hw0, mul_zero, zero_add] at h
    exact h

/-- A symmetric tridiagonal matrix of size at least two is fully coupled exactly when it shares no
eigenvalue with its truncation. -/
theorem fullyCoupled_iff_no_shared_eigenvalue {n : ℕ}
    {T : Matrix (Fin (n + 2)) (Fin (n + 2)) ℝ} (hT : IsSymmTridiagonal T) :
    FullyCoupled T ↔ ∀ θ, ¬ (IsEigenvalue T θ ∧ IsEigenvalue (truncated T) θ) := by
  refine ⟨no_shared_eigenvalue hT, fun h k l hkl h0 => ?_⟩
  obtain ⟨θ, hθ⟩ := shared_eigenvalue_of_decoupled hT hkl h0
  exact h θ hθ

/-- The chain of three states with equal energies `a` and equal nonzero couplings `b` is symmetric,
tridiagonal and fully coupled. -/
theorem three_state_chain_witness (a b : ℝ) (hb : b ≠ 0) :
    IsSymmTridiagonal !![a, b, 0; b, a, b; 0, b, a] ∧
      FullyCoupled !![a, b, 0; b, a, b; 0, b, a] := by
  refine ⟨⟨?_, ?_⟩, ?_⟩
  · intro i j
    fin_cases i <;> fin_cases j <;> rfl
  · intro i j h
    fin_cases i <;> fin_cases j <;> simp_all
  · intro i j h
    fin_cases i <;> fin_cases j <;> simp_all

end CullumWilloughbyGhostTest
```

```lean
#print axioms CullumWilloughbyGhostTest.eigenvalue_separation
-- 'CullumWilloughbyGhostTest.eigenvalue_separation' depends on axioms: [propext, Classical.choice, Quot.sound]
#print axioms CullumWilloughbyGhostTest.fullyCoupled_iff_no_shared_eigenvalue
-- 'CullumWilloughbyGhostTest.fullyCoupled_iff_no_shared_eigenvalue' depends on axioms: [propext, Classical.choice, Quot.sound]
```

## How the proof follows the matrix rows

`first_component_ne_zero` proves by induction on `m` that all components up to index `m` vanish if the first does. `Finset.sum_eq_single` reduces the row sum to the one coupling term.

In `boundary_identity`, `Fin.sum_univ_succ` separates the deleted state. `edge` evaluates its contribution, `swap` uses symmetry to let \(T'\) act on `v`, and `total` is the summed eigenvalue equation; `linear_combination` joins them. `no_shared_eigenvalue` checks that \(T'\) inherits the structure and sets the two eigenvalues equal. `eigenvalue_separation` adds Cauchy–Schwarz.

For the converse, `shared_eigenvalue_of_decoupled` takes an eigenvector of the block from Mathlib's `eigenvectorBasis`, pads it to `w`, and checks the rows inside and outside the block separately. Finally, `three_state_chain_witness` verifies the hypotheses for a three-state chain with equal energies and equal nonzero couplings.
